# Zeros of the inverse Nambu Green function's determinant and the Andreev bound-state equation for a level at the Fermi energy

A noninteracting level at the Fermi energy is coupled to a superconductor of gap `D > 0`. Energies are measured from the Fermi energy, and the superconductor enters through the wide-band self-energy `-(Γ / √(D ^ 2 - E ^ 2))` times the matrix with rows `(E, -D)` and `(-D, E)`. In this convention `Γ > 0` is the half-width at half-maximum that the level would have if the lead were in its normal state. The theorem `det_eq_zero_iff` says that, for an energy `0 < E < D`, the determinant of the 2 × 2 inverse Nambu Green function vanishes exactly when `E * (√(D ^ 2 - E ^ 2) + Γ) = Γ * D`. The proof first shows, in `key`, that the determinant times `√(D ^ 2 - E ^ 2) ^ 2` is the difference of the squares of the two sides of this equation. It then tries to replace the equation by the equality of those squares, and to cancel the positive factor.

The first attempt, which Lean rejects:

```lean
import Mathlib

open Set

namespace DetEqZeroIff

noncomputable section

/-- Wide-band Nambu self-energy of a level coupled with strength `Γ` to a superconductor
of gap `D`, at an energy `E` inside the gap, `|E| < D`. -/
def selfEnergy (D Γ E : ℝ) : Matrix (Fin 2) (Fin 2) ℝ :=
  (-(Γ / √(D ^ 2 - E ^ 2))) • !![E, -D; -D, E]

/-- Inverse Nambu Green function, at energy `E`, of a noninteracting level coupled with strength `Γ`
to a superconductor of gap `D`; the level lies at energy `ε` from the Fermi energy, for `|E| < D`.
-/
def invGreen (D Γ ε E : ℝ) : Matrix (Fin 2) (Fin 2) ℝ :=
  !![E - ε, 0; 0, E + ε] - selfEnergy D Γ E

/-- The squared energy, enhanced by the coupling to the superconductor, for `|E| < D`. -/
def dressedSq (D Γ E : ℝ) : ℝ :=
  E ^ 2 * (1 + 2 * (Γ / √(D ^ 2 - E ^ 2)))

/-- Inside the gap, the determinant of the inverse Green function is the dressed squared
energy minus `ε² + Γ²`. -/
theorem det_invGreen {D Γ ε E : ℝ} (hE : E ∈ Ioo (-D) D) :
    (invGreen D Γ ε E).det = dressedSq D Γ E - (ε ^ 2 + Γ ^ 2) := by
  have hpos : 0 < D ^ 2 - E ^ 2 := by
    nlinarith [mul_pos (sub_pos.2 hE.2) (sub_pos.2 hE.1)]
  have hs : 0 < √(D ^ 2 - E ^ 2) := Real.sqrt_pos.2 hpos
  have hs2 := Real.sq_sqrt hpos.le
  have hg := div_mul_cancel₀ Γ hs.ne'
  rw [Matrix.det_fin_two]
  -- write out the four matrix entries
  change ((E - ε) - (-(Γ / √(D ^ 2 - E ^ 2))) * E) *
      ((E + ε) - (-(Γ / √(D ^ 2 - E ^ 2))) * E) -
      (0 - (-(Γ / √(D ^ 2 - E ^ 2))) * (-D)) *
      (0 - (-(Γ / √(D ^ 2 - E ^ 2))) * (-D)) =
      E ^ 2 * (1 + 2 * (Γ / √(D ^ 2 - E ^ 2))) - (ε ^ 2 + Γ ^ 2)
  linear_combination (Γ / √(D ^ 2 - E ^ 2)) ^ 2 * hs2 -
    (Γ / √(D ^ 2 - E ^ 2) * √(D ^ 2 - E ^ 2) + Γ) * hg

/-- For a level at the Fermi energy, positive gap and coupling, and `0 < E < D`, the
determinant vanishes exactly when the Andreev bound-state equation holds. -/
theorem det_eq_zero_iff {D Γ E : ℝ} (hD : 0 < D) (hΓ : 0 < Γ) (hE : E ∈ Ioo 0 D) :
    (invGreen D Γ 0 E).det = 0 ↔ E * (√(D ^ 2 - E ^ 2) + Γ) = Γ * D := by
  have hpos : 0 < D ^ 2 - E ^ 2 := by nlinarith [hE.1, hE.2]
  have hs : 0 < √(D ^ 2 - E ^ 2) := Real.sqrt_pos.2 hpos
  have hs2 := Real.sq_sqrt hpos.le
  have hg := div_mul_cancel₀ Γ hs.ne'
  have hE0 : 0 < E := hE.1
  -- the determinant is a difference of two squares
  have key : √(D ^ 2 - E ^ 2) ^ 2 * (invGreen D Γ 0 E).det =
      (E * (√(D ^ 2 - E ^ 2) + Γ)) ^ 2 - (Γ * D) ^ 2 := by
    rw [det_invGreen ⟨by linarith, hE.2⟩]
    unfold dressedSq
    linear_combination 2 * √(D ^ 2 - E ^ 2) * E ^ 2 * hg - Γ ^ 2 * hs2
  rw [← sq_eq_sq₀ (by positivity) (by positivity), ← sub_eq_zero (b := (Γ * D) ^ 2), ← key]
  constructor
  · intro h
    rw [h, mul_zero]
  · intro h
    exact (mul_eq_zero.1 h).resolve_left (pow_pos hs 2).ne'

end

end DetEqZeroIff
```

Lean reports:

```
Main.lean:58:22: error: failed to prove positivity/nonnegativity/nonzeroness
Main.lean:58:51: error: Tactic `rewrite` failed: Did not find an occurrence of the pattern
  ?m.416 = (Γ * D) ^ 2
in the target expression
  (invGreen D Γ 0 E).det ^ 2 = 0 ^ 2 ↔ E * (√(D ^ 2 - E ^ 2) + Γ) = Γ * D

D Γ E : ℝ
hD : 0 < D
hΓ : 0 < Γ
hE : E ∈ Ioo 0 D
hpos : 0 < D ^ 2 - E ^ 2
hs : 0 < √(D ^ 2 - E ^ 2)
hs2 : √(D ^ 2 - E ^ 2) ^ 2 = D ^ 2 - E ^ 2
hg : Γ / √(D ^ 2 - E ^ 2) * √(D ^ 2 - E ^ 2) = Γ
hE0 : 0 < E
key : √(D ^ 2 - E ^ 2) ^ 2 * (invGreen D Γ 0 E).det = (E * (√(D ^ 2 - E ^ 2) + Γ)) ^ 2 - (Γ * D) ^ 2
⊢ (invGreen D Γ 0 E).det ^ 2 = 0 ^ 2 ↔ E * (√(D ^ 2 - E ^ 2) + Γ) = Γ * D
```

The repair, with which the file compiles:

```diff
@@ -56,5 +56,9 @@
     unfold dressedSq
     linear_combination 2 * √(D ^ 2 - E ^ 2) * E ^ 2 * hg - Γ ^ 2 * hs2
-  rw [← sq_eq_sq₀ (by positivity) (by positivity), ← sub_eq_zero (b := (Γ * D) ^ 2), ← key]
+  have hl : 0 ≤ E * (√(D ^ 2 - E ^ 2) + Γ) := by positivity
+  have hr : 0 ≤ Γ * D := by positivity
+  have hsq : (E * (√(D ^ 2 - E ^ 2) + Γ)) ^ 2 = (Γ * D) ^ 2 ↔
+      E * (√(D ^ 2 - E ^ 2) + Γ) = Γ * D := sq_eq_sq₀ hl hr
+  rw [← hsq, ← sub_eq_zero (b := (Γ * D) ^ 2), ← key]
   constructor
   · intro h
```

What went wrong. The fault lies in the first rewrite. Used from right to left, `sq_eq_sq₀` looks for an equation `a = b`, and nothing in the call says which one. The first match is the left side of the equivalence, `(invGreen D Γ 0 E).det = 0`, so Lean squares that instead of the bound-state equation, as the goal in the second message shows.

The first `positivity` must then prove that the determinant is nonnegative, and fails; this is the first message. The second message follows from the same wrong match: the reversed `sub_eq_zero` needs an equation with right side `(Γ * D) ^ 2`, and the goal has none.

The repair states the intended equivalence in full as `hsq`, with the nonnegativity of its two sides proved in `hl` and `hr`. Rewriting with `← hsq` can now match only the bound-state equation. This yields the equality of squares that `sub_eq_zero` needs, and `← key` then turns their difference into the positive factor times the determinant. The rest of the proof is unchanged.
